# The ground states of an open ANNNI chain with half-weight end bonds are counted by Fibonacci numbers at the multiphase point

If I assume that a frustrated Ising chain has one ground state up to spin reversal, I get zero entropy per spin at zero temperature, and I start a low-temperature expansion from one state where there are exponentially many. This happens in the ANNNI chain when the antiferromagnetic second-neighbour coupling is half the ferromagnetic nearest-neighbour one.

For \(m+2\) open spins \(s_0,\dots,s_{m+1}=\pm1\), I take the energy

\[
E(s)=\sum_{x=0}^{m-1}\bigl(s_xs_{x+2}-s_xs_{x+1}-s_{x+1}s_{x+2}\bigr).
\]

The claim is that its minimum is \(-m\), attained by exactly \(2F(m+3)\) configurations, where \(F(1)=F(2)=1\) are Fibonacci numbers. Can this be made rigorous and machine-checked, together with the resulting entropy per spin?

## Ground states have no isolated interior spin

Yes. Take one triple \((a,b,c)\). Since \(b^2=1\),

\[
ac-ab-bc=-1+(a-b)(c-b).
\]

The product is \(4\) if \(a=c=-b\), and \(0\) otherwise. A triple therefore has energy \(-1\) when its middle spin agrees with a neighbour, and \(3\) when it opposes both. Summing over triples gives \(E\ge-m\). The ferromagnetic state attains this bound, so the ground states are exactly the configurations in which every interior spin agrees with at least one neighbour. The end spins are free of this condition.

Let \(A_m\) and \(B_m\) count the ground states whose first bond is aligned or broken. Now add a spin at the left end, which makes the old first spin an interior one:

- An equal spin can be added to any ground state, so \(A_{m+1}=A_m+B_m\).
- An opposite spin can be added only if the old first bond is aligned, so \(B_{m+1}=A_m\).

Two spins have no triple, so all four configurations are ground states and \(A_0=B_0=2\). By induction \(A_m=2F(m+2)\) and \(B_m=2F(m+1)\), and the total is \(W_m=2F(m+3)\).

For the entropy, let \(\varphi=(1+\sqrt5)/2\), so that \(\varphi^2=\varphi+1\) and \(1\le\varphi\le2\). The powers of \(\varphi\) obey the Fibonacci recursion. Starting from \(1\le F(2)\le\varphi\) and \(\varphi\le F(3)\le\varphi^2\), induction gives \(\varphi^{m+1}\le F(m+3)\le\varphi^{m+2}\). Since \(\varphi\le2\),

\[
\varphi^{m+2}\le W_m\le2\varphi^{m+2},
\qquad
\log\varphi\le\frac{\log W_m}{m+2}\le\log\varphi+\frac{\log2}{m+2}.
\]

The entropy per spin, in units of \(k_B\), therefore tends to \(\log\varphi\).

Here is the complete Lean file.

```lean
import Mathlib

open Filter Topology

namespace ANNNIMultiphasePoint

/-- Contribution of three consecutive Ising spins to the chain energy `energy`. -/
def tripleEnergy (a b c : ℤˣ) : ℤ := (a : ℤ) * c - (a : ℤ) * b - (b : ℤ) * c

/-- Energy of an open chain of `m + 2` Ising spins, summed over its `m` consecutive triples. -/
def energy {m : ℕ} (s : Fin (m + 2) → ℤˣ) : ℤ :=
  ∑ x : Fin m, tripleEnergy (s x.castSucc.castSucc) (s x.castSucc.succ) (s x.succ.succ)

/-- The configurations of lowest energy. -/
def groundStates (m : ℕ) : Finset (Fin (m + 2) → ℤˣ) :=
  Finset.univ.filter fun s => ∀ t : Fin (m + 2) → ℤˣ, energy s ≤ energy t

/-- Every interior spin agrees with at least one of its two neighbours. -/
def NoSingle {m : ℕ} (s : Fin (m + 2) → ℤˣ) : Prop :=
  ∀ x : Fin m, s x.castSucc.succ = s x.castSucc.castSucc ∨ s x.castSucc.succ = s x.succ.succ

instance {m : ℕ} (s : Fin (m + 2) → ℤˣ) : Decidable (NoSingle s) :=
  inferInstanceAs (Decidable (∀ x : Fin m,
    s x.castSucc.succ = s x.castSucc.castSucc ∨ s x.castSucc.succ = s x.succ.succ))

/-- Add one spin at the left end of the chain. -/
def prepend {m : ℕ} (t : ℤˣ) (s : Fin (m + 2) → ℤˣ) : Fin (m + 1 + 2) → ℤˣ :=
  Fin.cons t s

/-- The triple sum is an ANNNI Hamiltonian with nearest-neighbour coupling 2 and
next-nearest-neighbour coupling 1, less half the weight of the first bond and half that of the last
(for `m = 0` these are the same bond, which cancels). -/
theorem energy_eq_annni {m : ℕ} (s : Fin (m + 2) → ℤˣ) :
    energy s = ∑ x : Fin m, (s x.castSucc.castSucc : ℤ) * s x.succ.succ
      - 2 * ∑ x : Fin (m + 1), (s x.castSucc : ℤ) * s x.succ
      + (s 0 : ℤ) * s 1 + (s (Fin.last m).castSucc : ℤ) * s (Fin.last (m + 1)) := by
  -- split off the last bond, then the first bond
  have h1 : ∑ x : Fin (m + 1), (s x.castSucc : ℤ) * s x.succ
      = ∑ x : Fin m, (s x.castSucc.castSucc : ℤ) * s x.castSucc.succ
        + (s (Fin.last m).castSucc : ℤ) * s (Fin.last (m + 1)) :=
    Fin.sum_univ_castSucc (fun x : Fin (m + 1) => (s x.castSucc : ℤ) * s x.succ)
  have h2 : ∑ x : Fin (m + 1), (s x.castSucc : ℤ) * s x.succ
      = (s 0 : ℤ) * s 1 + ∑ x : Fin m, (s x.castSucc.succ : ℤ) * s x.succ.succ :=
    Fin.sum_univ_succ (fun x : Fin (m + 1) => (s x.castSucc : ℤ) * s x.succ)
  simp only [energy, tripleEnergy, Finset.sum_sub_distrib]
  linarith

/-- A triple has energy at least -1, with equality exactly when the middle spin agrees
with a neighbour. -/
theorem tripleEnergy_bound : ∀ a b c : ℤˣ,
    -1 ≤ tripleEnergy a b c ∧ (tripleEnergy a b c = -1 ↔ b = a ∨ b = c) := by
  decide +kernel

/-- The energy is at least minus the number of triples, with equality exactly when every
interior spin agrees with a neighbour. -/
theorem energy_bound {m : ℕ} (s : Fin (m + 2) → ℤˣ) :
    -(m : ℤ) ≤ energy s ∧ (energy s = -(m : ℤ) ↔ NoSingle s) := by
  have key : energy s + m = ∑ x : Fin m, (tripleEnergy (s x.castSucc.castSucc)
      (s x.castSucc.succ) (s x.succ.succ) + 1) := by
    rw [Finset.sum_add_distrib]
    simp [energy]
  have hnn : ∀ x ∈ (Finset.univ : Finset (Fin m)), 0 ≤ tripleEnergy (s x.castSucc.castSucc)
      (s x.castSucc.succ) (s x.succ.succ) + 1 := fun x _ => by
    linarith [(tripleEnergy_bound (s x.castSucc.castSucc) (s x.castSucc.succ)
      (s x.succ.succ)).1]
  have hz := Finset.sum_eq_zero_iff_of_nonneg hnn
  rw [← key] at hz
  refine ⟨by linarith [Finset.sum_nonneg hnn], fun h x => ?_, fun h => ?_⟩
  · have hx := hz.1 (by linarith) x (Finset.mem_univ x)
    exact (tripleEnergy_bound _ _ _).2.1 (by linarith)
  · have h0 := hz.2 (fun x _ => by
      rw [(tripleEnergy_bound _ _ _).2.2 (h x)]; norm_num)
    linarith

theorem noSingle_prepend {m : ℕ} (t : ℤˣ) (s : Fin (m + 2) → ℤˣ) :
    NoSingle (prepend t s) ↔ (s 0 = t ∨ s 0 = s 1) ∧ NoSingle s := by
  constructor
  · intro h
    exact ⟨h 0, fun x => h x.succ⟩
  · intro h x
    induction x using Fin.cases with
    | zero => exact h.1
    | succ i => exact h.2 i

theorem exists_prepend {m : ℕ} (s : Fin (m + 1 + 2) → ℤˣ) : ∃ t u, s = prepend t u := by
  refine ⟨s 0, fun i => s i.succ, funext fun i => ?_⟩
  induction i using Fin.cases with
  | zero => rfl
  | succ i => rfl

theorem card_split (m : ℕ) :
    (Finset.univ.filter fun s : Fin (m + 2) → ℤˣ => NoSingle s).card
      = (Finset.univ.filter fun s : Fin (m + 2) → ℤˣ => NoSingle s ∧ s 0 = s 1).card
      + (Finset.univ.filter fun s : Fin (m + 2) → ℤˣ => NoSingle s ∧ s 0 ≠ s 1).card := by
  simp only [Finset.card_filter, ← Finset.sum_add_distrib]
  refine Finset.sum_congr rfl fun s _ => ?_
  by_cases h : NoSingle s <;> by_cases h' : s 0 = s 1 <;> simp [h, h']

/-- Among the configurations without an interior spin opposite to both neighbours,
`2 F(m+2)` have an aligned first bond and `2 F(m+1)` a broken one. -/
theorem card_by_first_bond (m : ℕ) :
    (Finset.univ.filter fun s : Fin (m + 2) → ℤˣ => NoSingle s ∧ s 0 = s 1).card
      = 2 * Nat.fib (m + 2) ∧
    (Finset.univ.filter fun s : Fin (m + 2) → ℤˣ => NoSingle s ∧ s 0 ≠ s 1).card
      = 2 * Nat.fib (m + 1) := by
  induction m with
  | zero => constructor <;> decide +kernel
  | succ m ih =>
    constructor
    · -- an equal spin can be added to any allowed chain
      have hf : Nat.fib (m + 1 + 2) = Nat.fib (m + 1) + Nat.fib (m + 2) := Nat.fib_add_two
      have hs := card_split m
      rw [ih.1, ih.2] at hs
      rw [hf, show 2 * (Nat.fib (m + 1) + Nat.fib (m + 2))
        = 2 * Nat.fib (m + 2) + 2 * Nat.fib (m + 1) by ring, ← hs]
      symm
      refine Finset.card_bij (fun s _ => prepend (s 0) s) ?_ ?_ ?_
      · intro s h
        exact Finset.mem_filter.2 ⟨Finset.mem_univ _,
          (noSingle_prepend _ _).2 ⟨Or.inl rfl, (Finset.mem_filter.1 h).2⟩, rfl⟩
      · intro s _ u _ h
        exact funext fun i => congrFun h i.succ
      · intro s h
        obtain ⟨t, u, rfl⟩ := exists_prepend s
        have h2 := (Finset.mem_filter.1 h).2
        have ht : t = u 0 := h2.2
        exact ⟨u, Finset.mem_filter.2 ⟨Finset.mem_univ _,
          ((noSingle_prepend _ _).1 h2.1).2⟩, by rw [ht]⟩
    · -- an opposite spin can be added only in front of an aligned bond
      have flip : ∀ a b : ℤˣ, a ≠ b ↔ a = -b := by decide +kernel
      rw [← ih.1]
      symm
      refine Finset.card_bij (fun s _ => prepend (-s 0) s) ?_ ?_ ?_
      · intro s h
        have h2 := (Finset.mem_filter.1 h).2
        exact Finset.mem_filter.2 ⟨Finset.mem_univ _,
          (noSingle_prepend _ _).2 ⟨Or.inr h2.2, h2.1⟩, (flip (-s 0) (s 0)).2 rfl⟩
      · intro s _ u _ h
        exact funext fun i => congrFun h i.succ
      · intro s h
        obtain ⟨t, u, rfl⟩ := exists_prepend s
        have h2 := (Finset.mem_filter.1 h).2
        have hne : t ≠ u 0 := h2.2
        have h3 := (noSingle_prepend _ _).1 h2.1
        exact ⟨u, Finset.mem_filter.2 ⟨Finset.mem_univ _, h3.2,
          h3.1.resolve_left (Ne.symm hne)⟩, by rw [(flip _ _).1 hne]⟩

/-- For an open chain of `m + 2` Ising spins with the triple-sum energy `energy`, the minimum is
`-m`, and exactly `2 F(m+3)` configurations attain it. -/
theorem multiphase_ground_states (m : ℕ) :
    IsLeast (Set.range (energy (m := m))) (-(m : ℤ)) ∧
      (groundStates m).card = 2 * Nat.fib (m + 3) := by
  -- the ferromagnetic configuration attains the bound
  have hferro : energy (fun _ : Fin (m + 2) => (1 : ℤˣ)) = -(m : ℤ) :=
    (energy_bound _).2.2 fun _ => Or.inl rfl
  refine ⟨⟨⟨_, hferro⟩, ?_⟩, ?_⟩
  · rintro _ ⟨s, rfl⟩
    exact (energy_bound s).1
  · have hg : groundStates m = Finset.univ.filter fun s => NoSingle s := by
      refine Finset.filter_congr fun s _ => ⟨fun h => ?_, fun h t => ?_⟩
      · exact (energy_bound s).2.1 (le_antisymm (hferro ▸ h _) (energy_bound s).1)
      · rw [(energy_bound s).2.2 h]
        exact (energy_bound t).1
    have hf : Nat.fib (m + 3) = Nat.fib (m + 1) + Nat.fib (m + 2) := Nat.fib_add_two
    rw [hg, card_split, (card_by_first_bond m).1, (card_by_first_bond m).2, hf]
    ring

theorem fib_bounds {p : ℝ} (hp : p ^ 2 = p + 1) (h1 : 1 ≤ p) (h2 : p ≤ 2) (k : ℕ) :
    (p ^ k ≤ Nat.fib (k + 2) ∧ (Nat.fib (k + 2) : ℝ) ≤ p ^ (k + 1)) ∧
    (p ^ (k + 1) ≤ Nat.fib (k + 3) ∧ (Nat.fib (k + 3) : ℝ) ≤ p ^ (k + 2)) := by
  induction k with
  | zero =>
    have e2 : Nat.fib 2 = 1 := by decide
    have e3 : Nat.fib 3 = 2 := by decide
    norm_num [e2, e3]
    exact ⟨h1, h2, by linarith⟩
  | succ k ih =>
    have hf : (Nat.fib (k + 4) : ℝ) = Nat.fib (k + 2) + Nat.fib (k + 3) := by
      exact_mod_cast (Nat.fib_add_two : Nat.fib (k + 2 + 2) = _)
    have e1 : p ^ (k + 2) = p ^ k + p ^ (k + 1) := by linear_combination p ^ k * hp
    have e2 : p ^ (k + 3) = p ^ (k + 1) + p ^ (k + 2) := by
      linear_combination p ^ (k + 1) * hp
    refine ⟨ih.2, ?_, ?_⟩
    · change p ^ (k + 2) ≤ (Nat.fib (k + 4) : ℝ)
      linarith [ih.1.1, ih.2.1]
    · change (Nat.fib (k + 4) : ℝ) ≤ p ^ (k + 3)
      linarith [ih.1.2, ih.2.2]

/-- The logarithm of the number of ground states, per spin, tends to the logarithm of the
golden ratio as the chain grows. -/
theorem residual_entropy :
    Tendsto (fun m : ℕ => Real.log ((groundStates m).card : ℝ) / ((m : ℝ) + 2)) atTop
      (𝓝 (Real.log ((1 + √5) / 2))) := by
  have h5 : √5 ^ 2 = (5 : ℝ) := Real.sq_sqrt (by norm_num)
  have h50 : 0 ≤ √(5 : ℝ) := Real.sqrt_nonneg 5
  obtain ⟨p, hpdef⟩ : ∃ p : ℝ, p = (1 + √5) / 2 := ⟨_, rfl⟩
  rw [← hpdef]
  have hp : p ^ 2 = p + 1 := by rw [hpdef]; linear_combination h5 / 4
  have h1 : 1 ≤ p := by rw [hpdef]; nlinarith
  have h2 : p ≤ 2 := by rw [hpdef]; nlinarith
  have hp0 : 0 < p := by linarith
  have hlim : Tendsto (fun m : ℕ => Real.log p + Real.log 2 / ((m : ℝ) + 2)) atTop
      (𝓝 (Real.log p)) := by
    have h := (tendsto_const_nhds (x := Real.log 2)).div_atTop
      (tendsto_atTop_add_const_right atTop (2 : ℝ) (tendsto_natCast_atTop_atTop (R := ℝ)))
    simpa using h.const_add (Real.log p)
  -- the number of ground states lies between p^(m+2) and 2 p^(m+2)
  have hb : ∀ m : ℕ, p ^ (m + 2) ≤ ((groundStates m).card : ℝ) ∧
      ((groundStates m).card : ℝ) ≤ 2 * p ^ (m + 2) := fun m => by
    have hc : ((groundStates m).card : ℝ) = 2 * Nat.fib (m + 3) := by
      exact_mod_cast (multiphase_ground_states m).2
    have hf := (fib_bounds hp h1 h2 m).2
    have hm : p ^ (m + 2) ≤ 2 * p ^ (m + 1) := by
      have := mul_le_mul_of_nonneg_right h2 (pow_nonneg hp0.le (m + 1))
      calc p ^ (m + 2) = p * p ^ (m + 1) := by ring
        _ ≤ 2 * p ^ (m + 1) := this
    rw [hc]
    constructor <;> linarith [hf.1, hf.2]
  refine tendsto_of_tendsto_of_tendsto_of_le_of_le tendsto_const_nhds hlim ?_ ?_
  · intro m
    have hpos : (0 : ℝ) < (m : ℝ) + 2 := by positivity
    have hl := Real.log_le_log (pow_pos hp0 (m + 2)) (hb m).1
    rw [Real.log_pow] at hl
    push_cast at hl
    change Real.log p ≤ _ / _
    rw [le_div_iff₀ hpos]
    linarith
  · intro m
    have hpos : (0 : ℝ) < (m : ℝ) + 2 := by positivity
    have hl := Real.log_le_log (lt_of_lt_of_le (pow_pos hp0 (m + 2)) (hb m).1) (hb m).2
    rw [Real.log_mul (by norm_num) (pow_pos hp0 _).ne', Real.log_pow] at hl
    push_cast at hl
    change _ / _ ≤ Real.log p + Real.log 2 / ((m : ℝ) + 2)
    rw [div_le_iff₀ hpos, add_mul, div_mul_cancel₀ _ hpos.ne']
    linarith

end ANNNIMultiphasePoint
```

```lean
#print axioms ANNNIMultiphasePoint.energy_eq_annni
#print axioms ANNNIMultiphasePoint.multiphase_ground_states
#print axioms ANNNIMultiphasePoint.residual_entropy
```

```
'ANNNIMultiphasePoint.energy_eq_annni' depends on axioms: [propext, Classical.choice, Quot.sound]
'ANNNIMultiphasePoint.multiphase_ground_states' depends on axioms: [propext, Classical.choice, Quot.sound]
'ANNNIMultiphasePoint.residual_entropy' depends on axioms: [propext, Classical.choice, Quot.sound]
```

## What the Lean theorems say about the chain

A spin is an element of `ℤˣ`, the invertible integers, which are \(\pm1\). A configuration is a function `Fin (m + 2) → ℤˣ`. For a triple number `x : Fin m`, the expressions `x.castSucc.castSucc`, `x.castSucc.succ` and `x.succ.succ` are the sites \(x\), \(x+1\) and \(x+2\).

In `multiphase_ground_states`, the `IsLeast` part says that \(-m\) is a value of the energy and that no value is lower. The second part counts `groundStates m`, which is defined by comparison with the energy of every other configuration; the neighbour rule is derived. The theorem `residual_entropy` states the limit of \(\log W_m/(m+2)\) as \(m\to\infty\).

The theorem `energy_eq_annni` connects the triple sum to the usual Hamiltonian:

\[
E=\sum_{x=0}^{m-1}s_xs_{x+2}-2\sum_{x=0}^{m}s_xs_{x+1}+s_0s_1+s_ms_{m+1}.
\]

The couplings are thus \(J_1=2\) (ferromagnetic) and \(J_2=1\) (antiferromagnetic). This ratio is put in by hand; it stands for the balance at which a wall between two domains of at least two spins each costs nothing. For \(m\ge1\) the two end bonds carry half weight; for \(m=0\) the only bond cancels and \(E=0\).

The end weights matter for the count. With full weight on both end bonds, three spins have energy \(ac-2ab-2bc\). Its minimum \(-3\) is attained only by the two ferromagnetic states, whereas the triple energy has \(2F(4)=6\) ground states.

The model is a classical chain at zero temperature. The modulated phases that give the multiphase point its name appear in the three-dimensional model at nonzero temperature, and an energy count does not decide which of them are stable. For simulation practice, the formula gives an exact degeneracy against which an enumeration or sampling code can be compared, for this finite open chain with these end weights.

## How the proof follows the count

`tripleEnergy_bound` settles the single triple by letting `decide +kernel` go through all eight cases, in place of the factorisation above. `energy_bound` adds \(1\) to each triple energy and uses the fact that a sum of nonnegative terms vanishes only if every term does.

`noSingle_prepend` states the condition for adding a left spin, and `exists_prepend` says that every longer chain arises in this way. `card_split` separates aligned from broken first bonds, and `card_by_first_bond` carries out the induction.

That induction turns on `Finset.card_bij`, which proves two finite sets equal in size from a map between them. It asks for three things:

1. **The map lands in the target set.** The maps are `prepend (s 0) s` for an aligned bond and `prepend (-s 0) s` for a broken one, and `noSingle_prepend` shows that the new chain is allowed.
2. **It is injective.** Reading the new chain from its second site onwards returns the old one, which is the term `congrFun h i.succ`.
3. **It is surjective.** Removing the first spin of an allowed chain gives the preimage. If the first bond is broken, the second spin must agree with the third, so the shorter chain starts with an aligned bond.

The two uses of `Finset.card_bij` are the two recursion relations. `multiphase_ground_states` then identifies the minimisers with the allowed chains and adds the two counts.

`fib_bounds` carries the bounds for two consecutive Fibonacci numbers through the induction, because the recursion needs both. `residual_entropy` takes logarithms and squeezes the entropy per spin between the two bounds derived above.
